# Aufbau ordering and a common fractional level at the minimum of a differentiable density-matrix functional

A one-particle density matrix P in an orthonormal basis of real spin orbitals has orbitals as eigenvectors and occupations between 0 and 1 as eigenvalues. Suppose that P minimises an energy E(P) at fixed particle number N. How are its occupations ordered by the gradient F of E? Below, ⟨x,y⟩ is the dot product and |x|² = ⟨x,x⟩.

```lean
import Mathlib

open Matrix Filter Topology

namespace DensityMatrixAufbau

noncomputable section

variable {n : Type*} [Fintype n]
```

The finite set `n` labels the basis orbitals, so `Matrix n n ℝ` is the type of real square matrices over that basis.

## Admissible matrices, minimisers and gradients

```lean
/-- Admissible one-particle density matrices: real symmetric, with `0 ≤ P ≤ 1` as quadratic
forms, and with trace `N`. -/
def IsDensity (N : ℝ) (P : Matrix n n ℝ) : Prop :=
  P.IsSymm ∧ (∀ x, 0 ≤ x ⬝ᵥ P *ᵥ x) ∧ (∀ x, x ⬝ᵥ P *ᵥ x ≤ x ⬝ᵥ x) ∧ P.trace = N
```

`IsDensity N P` says that P is symmetric, that tr P = N, and that for every vector x

0 ≤ ⟨x,Px⟩ ≤ ⟨x,x⟩.

For symmetric P this means eigenvalues in [0,1]. In Lean, `⬝ᵥ` is the dot product and `*ᵥ` applies a matrix to a vector. N may be any real number.

```lean
/-- `P` minimises the functional `E` among the admissible density matrices of trace `N`. -/
def IsMinimizer (E : Matrix n n ℝ → ℝ) (N : ℝ) (P : Matrix n n ℝ) : Prop :=
  IsDensity N P ∧ ∀ Q, IsDensity N Q → E P ≤ E Q
```

P is admissible, and no admissible Q with the same trace has lower energy. This is a global minimum; its existence is assumed.

```lean
/-- The symmetric matrix `F` is the gradient of `E` at `P`: along every symmetric direction `D`
the energy has derivative `tr (F D)`. -/
def IsGradient (E : Matrix n n ℝ → ℝ) (F P : Matrix n n ℝ) : Prop :=
  F.IsSymm ∧ ∀ D : Matrix n n ℝ, D.IsSymm →
    HasDerivAt (fun t : ℝ => E (P + t • D)) (F * D).trace 0
```

F is symmetric, and for every symmetric D the function t ↦ E(P + tD) is differentiable at t = 0 with derivative

tr(FD) = Σᵢⱼ Fᵢⱼ Dᵢⱼ.

For a hybrid or range-separated energy that is differentiable in P, in a finite real basis, F is the Kohn–Sham or Fock-type matrix. Differentiability at the minimiser has to be established for each actual functional: an energy with square roots of occupations can lack it at an empty orbital.

## Moving charge from one orbital to another

```lean
/-- The traceless direction `|v|² w wᵀ - |w|² v vᵀ`, which moves charge from `v` to `w`. -/
def transfer (v w : n → ℝ) : Matrix n n ℝ :=
  (v ⬝ᵥ v) • vecMulVec w w - (w ⬝ᵥ w) • vecMulVec v v
```

This is the direction D = |v|² wwᵀ − |w|² vvᵀ, which takes charge out of v and puts it into w. `vecMulVec w w` is wwᵀ, and `•` multiplies by a number.

```lean
lemma symm_dot {Q : Matrix n n ℝ} (hs : Q.IsSymm) (a x : n → ℝ) :
    (Q *ᵥ a) ⬝ᵥ x = a ⬝ᵥ Q *ᵥ x := by
  rw [Matrix.dotProduct_mulVec, ← Matrix.mulVec_transpose, hs.eq]
```

A symmetric matrix can be moved across the dot product: ⟨Qa,x⟩ = ⟨a,Qx⟩.

```lean
lemma dot_self_nonneg (v : n → ℝ) : 0 ≤ v ⬝ᵥ v :=
  Finset.sum_nonneg fun i _ => mul_self_nonneg (v i)
```

A squared length is never negative.

```lean
lemma trace_mul_outer (F : Matrix n n ℝ) (v : n → ℝ) :
    (F * vecMulVec v v).trace = v ⬝ᵥ F *ᵥ v := by
  simp only [Matrix.trace, Matrix.diag_apply, Matrix.mul_apply, vecMulVec_apply, dotProduct,
    Matrix.mulVec, Finset.mul_sum]
  exact Finset.sum_congr rfl fun i _ => Finset.sum_congr rfl fun j _ => by ring
```

The trace against vvᵀ is a quadratic form: tr(F vvᵀ) = ⟨v,Fv⟩. For a unit vector v this is the mean value of F in v.

```lean
lemma outer_form (v x : n → ℝ) : x ⬝ᵥ vecMulVec v v *ᵥ x = (v ⬝ᵥ x) ^ 2 := by
  have h : vecMulVec v v *ᵥ x = (v ⬝ᵥ x) • v := by
    ext i
    simp only [Matrix.mulVec, dotProduct, vecMulVec_apply, Pi.smul_apply, smul_eq_mul,
      Finset.sum_mul]
    exact Finset.sum_congr rfl fun j _ => by ring
  rw [h, dotProduct_smul, smul_eq_mul, dotProduct_comm x v]
  ring
```

The quadratic form of vvᵀ is ⟨x,vvᵀx⟩ = ⟨v,x⟩².

```lean
lemma transfer_symm (v w : n → ℝ) : (transfer v w).IsSymm :=
  Matrix.IsSymm.ext fun i j => by
    simp only [transfer, Matrix.sub_apply, Matrix.smul_apply, vecMulVec_apply, smul_eq_mul]
    ring
```

The transfer direction is symmetric, so the gradient applies to it.

```lean
/-- Cauchy-Schwarz inequality for the form of a symmetric positive semidefinite matrix `Q`. -/
theorem form_cauchy_schwarz {Q : Matrix n n ℝ} (hs : Q.IsSymm)
    (h0 : ∀ x, 0 ≤ x ⬝ᵥ Q *ᵥ x) (a x : n → ℝ) :
    ((Q *ᵥ a) ⬝ᵥ x) ^ 2 ≤ (a ⬝ᵥ Q *ᵥ a) * (x ⬝ᵥ Q *ᵥ x) := by
  have h : ∀ t : ℝ, 0 ≤ (x ⬝ᵥ Q *ᵥ x) * (t * t) + (2 * ((Q *ᵥ a) ⬝ᵥ x)) * t
      + a ⬝ᵥ Q *ᵥ a := by
    intro t
    have h1 := h0 (a + t • x)
    simp only [Matrix.mulVec_add, Matrix.mulVec_smul, add_dotProduct, dotProduct_add,
      smul_dotProduct, dotProduct_smul, smul_eq_mul] at h1
    have e1 := symm_dot hs a x
    have e2 := dotProduct_comm x (Q *ᵥ a)
    rw [e2, ← e1] at h1
    linarith
  have h2 := discrim_le_zero h
  unfold discrim at h2
  nlinarith
```

For symmetric Q with a nonnegative form, the claim is

⟨Qa,x⟩² ≤ ⟨a,Qa⟩ ⟨x,Qx⟩.

By hand, expand the form at a + tx:

0 ≤ ⟨x,Qx⟩ t² + 2⟨Qa,x⟩ t + ⟨a,Qa⟩ for every real t.

A quadratic that is never negative has discriminant at most zero, which is the claim. The proof does the same, with `discrim_le_zero` for the last step.

```lean
variable [DecidableEq n]

/-- If `v` lies in the range of `P` and `w` in the range of `1 - P`, a sufficiently short step
moving charge from `v` to `w` leaves the density matrix admissible. -/
theorem transfer_isDensity {N : ℝ} {P : Matrix n n ℝ} (hP : IsDensity N P)
    {v w a b : n → ℝ} (hv : v = P *ᵥ a) (hw : w = (1 - P) *ᵥ b) :
    ∃ T : ℝ, 0 < T ∧ ∀ t, 0 ≤ t → t ≤ T → IsDensity N (P + t • transfer v w) := by
  obtain ⟨hs, h0, h1, htr⟩ := hP
  have hs' : (1 - P).IsSymm := Matrix.isSymm_one.sub hs
  have hform : ∀ x, x ⬝ᵥ (1 - P) *ᵥ x = x ⬝ᵥ x - x ⬝ᵥ P *ᵥ x := fun x => by
    rw [Matrix.sub_mulVec, Matrix.one_mulVec, dotProduct_sub]
  have h0' : ∀ x, 0 ≤ x ⬝ᵥ (1 - P) *ᵥ x := fun x => by
    rw [hform]; exact sub_nonneg.2 (h1 x)
  have hA := mul_nonneg (dot_self_nonneg w) (h0 a)
  have hB := mul_nonneg (dot_self_nonneg v) (h0' b)
  have key : ∀ t s q X y : ℝ, 0 ≤ t → 0 ≤ s → 0 ≤ X → y ≤ q * X → t * (s * q) ≤ 1 →
      t * (s * y) ≤ X := by
    intro t s q X y ht hs hX hy hq
    calc t * (s * y) ≤ t * (s * (q * X)) :=
          mul_le_mul_of_nonneg_left (mul_le_mul_of_nonneg_left hy hs) ht
      _ = (t * (s * q)) * X := by ring
      _ ≤ 1 * X := mul_le_mul_of_nonneg_right hq hX
      _ = X := one_mul X
  have hpos : 0 < 1 + (w ⬝ᵥ w) * (a ⬝ᵥ P *ᵥ a) + (v ⬝ᵥ v) * (b ⬝ᵥ (1 - P) *ᵥ b) := by
    linarith
  refine ⟨_, one_div_pos.2 hpos, fun t ht hT => ?_⟩
  rw [le_div_iff₀ hpos] at hT
  have htA := mul_nonneg ht hA
  have htB := mul_nonneg ht hB
  have hq : ∀ x, x ⬝ᵥ (P + t • transfer v w) *ᵥ x = x ⬝ᵥ P *ᵥ x
      + t * ((v ⬝ᵥ v) * (w ⬝ᵥ x) ^ 2 - (w ⬝ᵥ w) * (v ⬝ᵥ x) ^ 2) := fun x => by
    simp only [transfer, Matrix.add_mulVec, Matrix.sub_mulVec, Matrix.smul_mulVec,
      dotProduct_add, dotProduct_sub, dotProduct_smul, outer_form, smul_eq_mul]
  refine ⟨hs.add ((transfer_symm v w).smul t), fun x => ?_, fun x => ?_, ?_⟩
  · -- the charge removed along `v` is available in `P`
    have c : (v ⬝ᵥ x) ^ 2 ≤ (a ⬝ᵥ P *ᵥ a) * (x ⬝ᵥ P *ᵥ x) := by
      have c0 := form_cauchy_schwarz hs h0 a x
      rwa [← hv] at c0 ⊢
    have k := key t _ _ _ _ ht (dot_self_nonneg w) (h0 x) c (by linarith)
    have k' := mul_nonneg ht (mul_nonneg (dot_self_nonneg v) (sq_nonneg (w ⬝ᵥ x)))
    rw [hq]
    linarith
  · -- the charge added along `w` fits into the holes `1 - P`
    have c : (w ⬝ᵥ x) ^ 2 ≤ (b ⬝ᵥ (1 - P) *ᵥ b) * (x ⬝ᵥ (1 - P) *ᵥ x) := by
      have c0 := form_cauchy_schwarz hs' h0' b x
      rwa [← hw] at c0 ⊢
    have k := key t _ _ _ _ ht (dot_self_nonneg v) (h0' x) c (by linarith)
    have k' := mul_nonneg ht (mul_nonneg (dot_self_nonneg w) (sq_nonneg (v ⬝ᵥ x)))
    rw [hform] at k
    rw [hq]
    linarith
  · have ho : ∀ u : n → ℝ, (vecMulVec u u).trace = u ⬝ᵥ u := fun u => by
      simp only [Matrix.trace, Matrix.diag_apply, vecMulVec_apply, dotProduct]
    simp only [transfer, Matrix.trace_add, Matrix.trace_smul, Matrix.trace_sub, ho, smul_eq_mul,
      htr]
    ring
```

Let v = Pa and w = (1−P)b. The theorem gives a T > 0 such that P + tD is admissible for 0 ≤ t ≤ T. Put α = ⟨a,Pa⟩ and β = ⟨b,(1−P)b⟩. The previous inequality, applied to P and to 1−P, gives

⟨v,x⟩² ≤ α⟨x,Px⟩

⟨w,x⟩² ≤ β⟨x,(1−P)x⟩.

The form of the shifted matrix is

⟨x,(P+tD)x⟩ = ⟨x,Px⟩ + t(|v|²⟨w,x⟩² − |w|²⟨v,x⟩²).

Dropping the positive term in the bracket gives the lower bound, and dropping the negative one gives the upper bound:

⟨x,(P+tD)x⟩ ≥ (1 − t|w|²α)⟨x,Px⟩

⟨x,x⟩ − ⟨x,(P+tD)x⟩ ≥ (1 − t|v|²β)⟨x,(1−P)x⟩.

Both right-hand sides are nonnegative up to T = 1/(1 + |w|²α + |v|²β), the value used in the code. The trace is unchanged, because tr D = |v|²|w|² − |w|²|v|² = 0. The auxiliary statement `key` handles the scaling in both bounds.

## Occupied orbitals lie no higher than orbitals with room

```lean
/-- At a minimiser with gradient `F`, `|w|² ⟨v, F v⟩ ≤ |v|² ⟨w, F w⟩` for every `v` in the range of
`P` and every `w` in the range of `1 - P`. For nonzero `v` and `w` this compares the mean values of
`F`. -/
theorem range_aufbau {E : Matrix n n ℝ → ℝ} {N : ℝ} {F P : Matrix n n ℝ}
    (hmin : IsMinimizer E N P) (hF : IsGradient E F P)
    {v w a b : n → ℝ} (hv : v = P *ᵥ a) (hw : w = (1 - P) *ᵥ b) :
    (w ⬝ᵥ w) * (v ⬝ᵥ F *ᵥ v) ≤ (v ⬝ᵥ v) * (w ⬝ᵥ F *ᵥ w) := by
  obtain ⟨T, hT, hfeas⟩ := transfer_isDensity hmin.1 hv hw
  -- the energy cannot fall along the admissible one-sided step
  have h : 0 ≤ (F * transfer v w).trace := by
    refine ge_of_tendsto (hF.2 _ (transfer_symm v w)).tendsto_slope_zero_right ?_
    filter_upwards [Ioo_mem_nhdsGT hT] with t ht
    have h1 := hmin.2 _ (hfeas t ht.1.le ht.2.le)
    simp only [zero_add, zero_smul, add_zero, smul_eq_mul]
    exact mul_nonneg (inv_nonneg.2 ht.1.le) (sub_nonneg.2 h1)
  simp only [transfer, Matrix.mul_sub, Matrix.mul_smul, Matrix.trace_sub, Matrix.trace_smul,
    trace_mul_outer, smul_eq_mul] at h
  linarith
```

For the same v and w, minimality gives, for 0 < t < T,

[E(P+tD) − E(P)]/t ≥ 0.

Letting t fall to zero gives tr(FD) ≥ 0, that is,

|w|²⟨v,Fv⟩ ≤ |v|²⟨w,Fw⟩.

For nonzero vectors, the normalised mean value ⟨v,Fv⟩/|v|² is at most ⟨w,Fw⟩/|w|². `ge_of_tendsto` passes the sign to the limit.

```lean
/-- Aufbau principle: at a minimiser `P` where the energy has gradient `F`, a unit eigenvector `c`
of `P` with occupation above 0 has `⟨c, F c⟩ ≤ ⟨d, F d⟩` for every unit eigenvector `d` with
occupation below 1. -/
theorem aufbau {E : Matrix n n ℝ → ℝ} {N : ℝ} {F P : Matrix n n ℝ}
    (hmin : IsMinimizer E N P) (hF : IsGradient E F P) {c d : n → ℝ} {p q : ℝ}
    (hc : P *ᵥ c = p • c) (hd : P *ᵥ d = q • d) (hc1 : c ⬝ᵥ c = 1) (hd1 : d ⬝ᵥ d = 1)
    (hp : 0 < p) (hq : q < 1) : c ⬝ᵥ F *ᵥ c ≤ d ⬝ᵥ F *ᵥ d := by
  have hv : c = P *ᵥ (p⁻¹ • c) := by
    rw [Matrix.mulVec_smul, hc, smul_smul, inv_mul_cancel₀ hp.ne', one_smul]
  have hw : d = (1 - P) *ᵥ ((1 - q)⁻¹ • d) := by
    have e : d - q • d = (1 - q) • d := by rw [sub_smul, one_smul]
    rw [Matrix.mulVec_smul, Matrix.sub_mulVec, Matrix.one_mulVec, hd, e, smul_smul,
      inv_mul_cancel₀ (sub_pos.2 hq).ne', one_smul]
  have h := range_aufbau hmin hF hv hw
  rwa [hc1, hd1, one_mul, one_mul] at h
```

Let Pc = pc and Pd = qd with unit vectors c and d, p > 0 and q < 1. Then

c = P(c/p), d = (1−P)(d/(1−q)),

so the general inequality applies and reads ⟨c,Fc⟩ ≤ ⟨d,Fd⟩. Orthogonality of c and d is not needed. These are mean values of F; they are orbital energies when c and d are also eigenvectors of F.

A small case, worked out here and not in Lean, shows that q < 1 can't be relaxed to q ≤ 1. Take two levels, E(Q) = Q₁₁ with indices 0 and 1, and N = 2. The only admissible matrix is the identity, and F = diag(0,1). With c the upper level and d the lower one, the inequality would read 1 ≤ 0. A full orbital has no room for more charge.

```lean
/-- At a minimiser, any two unit eigenvectors of `P` with occupations strictly between 0 and 1
have the same mean value of the gradient `F`. -/
theorem fractional_levels_eq {E : Matrix n n ℝ → ℝ} {N : ℝ} {F P : Matrix n n ℝ}
    (hmin : IsMinimizer E N P) (hF : IsGradient E F P) {c d : n → ℝ} {p q : ℝ}
    (hc : P *ᵥ c = p • c) (hd : P *ᵥ d = q • d) (hc1 : c ⬝ᵥ c = 1) (hd1 : d ⬝ᵥ d = 1)
    (hp : 0 < p ∧ p < 1) (hq : 0 < q ∧ q < 1) : c ⬝ᵥ F *ᵥ c = d ⬝ᵥ F *ᵥ d :=
  le_antisymm (aufbau hmin hF hc hd hc1 hd1 hp.1 hq.2) (aufbau hmin hF hd hc hd1 hc1 hq.1 hp.2)
```

If both occupations lie strictly between 0 and 1, charge can move either way. The two inequalities, joined by `le_antisymm`, give ⟨c,Fc⟩ = ⟨d,Fd⟩.

## One level for the whole fractional space

```lean
lemma eq_zero_of_form {S : Matrix n n ℝ} (hs : S.IsSymm) (h : ∀ x, x ⬝ᵥ S *ᵥ x = 0) :
    S = 0 := by
  have key : ∀ i j, (Pi.single i (1 : ℝ) : n → ℝ) ⬝ᵥ S *ᵥ (Pi.single j (1 : ℝ) : n → ℝ)
      = S i j := fun i j => by simp
  ext i j
  have hij := h (Pi.single i 1 + Pi.single j 1)
  have hi := h (Pi.single i 1)
  have hj := h (Pi.single j 1)
  simp only [Matrix.mulVec_add, add_dotProduct, dotProduct_add, key] at hij hi hj
  have e := hs.apply i j
  rw [Matrix.zero_apply]
  linarith
```

A symmetric S with ⟨x,Sx⟩ = 0 for all x is zero. The basis vectors eᵢ and eⱼ give Sᵢᵢ = Sⱼⱼ = 0; then eᵢ + eⱼ gives Sᵢⱼ + Sⱼᵢ = 0, so Sᵢⱼ = 0 by symmetry.

```lean
/-- At a minimiser, the gradient `F` compressed to the range of `P (1 - P)`, the fractionally
occupied space, is a single number `μ` times the identity. -/
theorem fractional_block {E : Matrix n n ℝ → ℝ} {N : ℝ} {F P : Matrix n n ℝ}
    (hmin : IsMinimizer E N P) (hF : IsGradient E F P) :
    ∃ μ : ℝ, (P * (1 - P)) * F * (P * (1 - P)) = μ • ((P * (1 - P)) * (P * (1 - P))) := by
  have hs := hmin.1.1
  have hs' : (1 - P).IsSymm := Matrix.isSymm_one.sub hs
  have hcomm : (1 - P) * P = P * (1 - P) := by noncomm_ring
  have hR : (P * (1 - P)).IsSymm := by
    unfold Matrix.IsSymm
    rw [Matrix.transpose_mul, hs'.eq, hs.eq, hcomm]
  have hv : ∀ x, (P * (1 - P)) *ᵥ x = P *ᵥ ((1 - P) *ᵥ x) := fun x => by
    rw [Matrix.mulVec_mulVec]
  have hw : ∀ x, (P * (1 - P)) *ᵥ x = (1 - P) *ᵥ (P *ᵥ x) := fun x => by
    rw [Matrix.mulVec_mulVec, hcomm]
  generalize P * (1 - P) = R at hR hv hw ⊢
  -- it suffices to compare the two quadratic forms on the range of `R`
  have reduce : ∀ μ : ℝ, (∀ x, (R *ᵥ x) ⬝ᵥ F *ᵥ (R *ᵥ x) = μ * ((R *ᵥ x) ⬝ᵥ (R *ᵥ x))) →
      R * F * R = μ • (R * R) := by
    intro μ h
    have h1 : (R * F * R).IsSymm := by
      unfold Matrix.IsSymm
      rw [Matrix.transpose_mul, Matrix.transpose_mul, hR.eq, hF.1.eq, Matrix.mul_assoc]
    have h2 : (R * R).IsSymm := by
      unfold Matrix.IsSymm
      rw [Matrix.transpose_mul, hR.eq]
    refine sub_eq_zero.1 (eq_zero_of_form (h1.sub (h2.smul μ)) fun x => ?_)
    rw [Matrix.sub_mulVec, Matrix.smul_mulVec, dotProduct_sub, dotProduct_smul, smul_eq_mul,
      ← Matrix.mulVec_mulVec, ← Matrix.mulVec_mulVec, ← Matrix.mulVec_mulVec,
      ← symm_dot hR, ← symm_dot hR, h x, sub_self]
  by_cases hz : ∃ b, (R *ᵥ b) ⬝ᵥ (R *ᵥ b) ≠ 0
  · obtain ⟨b, hb⟩ := hz
    refine ⟨((R *ᵥ b) ⬝ᵥ F *ᵥ (R *ᵥ b)) / ((R *ᵥ b) ⬝ᵥ (R *ᵥ b)), reduce _ fun x => ?_⟩
    have l1 := range_aufbau hmin hF (hv x) (hw b)
    have l2 := range_aufbau hmin hF (hv b) (hw x)
    rw [div_mul_eq_mul_div, eq_div_iff hb]
    linarith
  · push Not at hz
    refine ⟨0, reduce 0 fun x => ?_⟩
    rw [dotProduct_self_eq_zero.1 (hz x)]
    simp
```

Let R = P(1−P), whose range is spanned by the fractionally occupied eigenvectors. The theorem gives a number μ with

RFR = μR².

Hence F also has no matrix element between orthogonal vectors of this space. By hand, each Rx lies in the range of P and in that of 1−P, so the general inequality holds in both directions:

|Rb|²⟨Rx,FRx⟩ = |Rx|²⟨Rb,FRb⟩.

If some Rb ≠ 0, set μ = ⟨Rb,FRb⟩/|Rb|². Then RFR − μR² is symmetric with vanishing form, hence zero. If R = 0, no orbital is fractionally occupied and μ = 0 serves. The step `reduce` passes from forms to matrices, and `by_cases` separates the two cases.

## Two levels with occupations 3/4 and 1/4

```lean
/-- A two-level model functional: a level splitting of `1/2` plus half the trace of `Q²`. -/
def modelEnergy (Q : Matrix (Fin 2) (Fin 2) ℝ) : ℝ := Q 1 1 / 2 + (Q * Q).trace / 2
```

The model energy is E(Q) = Q₁₁/2 + tr(Q²)/2. The first term favours level 0, and the second favours spreading the charge.

```lean
/-- For the model functional with trace 1, the density matrix `diag (3/4, 1/4)` is a minimiser,
and the gradient there is `diag (3/4, 3/4)`. -/
theorem aufbau_witness :
    IsMinimizer modelEnergy 1 !![3 / 4, 0; 0, 1 / 4] ∧
      IsGradient modelEnergy !![3 / 4, 0; 0, 3 / 4] !![3 / 4, 0; 0, 1 / 4] := by
  have hq : ∀ x : Fin 2 → ℝ, x ⬝ᵥ !![3 / 4, 0; 0, 1 / 4] *ᵥ x
      = 3 / 4 * x 0 ^ 2 + 1 / 4 * x 1 ^ 2 := fun x => by
    simp [Matrix.mulVec, dotProduct, Fin.sum_univ_two]
    ring
  refine ⟨⟨⟨?_, fun x => ?_, fun x => ?_, ?_⟩, fun Q hQ => ?_⟩, ?_, fun D _ => ?_⟩
  · ext i j
    fin_cases i <;> fin_cases j <;> simp
  · rw [hq]
    positivity
  · rw [hq]
    simp only [dotProduct, Fin.sum_univ_two]
    nlinarith [sq_nonneg (x 0), sq_nonneg (x 1)]
  · rw [Matrix.trace_fin_two]
    norm_num
  · -- completing the square
    have e := hQ.1.apply 0 1
    have ht := hQ.2.2.2
    rw [Matrix.trace_fin_two] at ht
    have h0 : Q 0 0 = 1 - Q 1 1 := by linarith
    have hP : modelEnergy !![3 / 4, 0; 0, 1 / 4] = 7 / 16 := by
      norm_num [modelEnergy, Matrix.trace_fin_two, Matrix.mul_apply, Fin.sum_univ_two]
    rw [hP]
    simp only [modelEnergy, Matrix.trace_fin_two, Matrix.mul_apply, Fin.sum_univ_two]
    rw [e, h0]
    nlinarith [sq_nonneg (Q 1 1 - 1 / 4), sq_nonneg (Q 0 1)]
  · ext i j
    fin_cases i <;> fin_cases j <;> simp
  · have e : (fun t : ℝ => modelEnergy (!![3 / 4, 0; 0, 1 / 4] + t • D)) = fun t : ℝ =>
        (7 / 16 + (!![3 / 4, 0; 0, 3 / 4] * D).trace * t) + (D * D).trace / 2 * t ^ 2 := by
      funext t
      simp only [modelEnergy, Matrix.trace_fin_two, Matrix.mul_apply, Fin.sum_univ_two,
        Matrix.add_apply, Matrix.smul_apply, smul_eq_mul]
      simp
      ring
    rw [e]
    have h := (((hasDerivAt_id' (0 : ℝ)).const_mul
      (!![3 / 4, 0; 0, 3 / 4] * D).trace).const_add (7 / 16)).fun_add
      ((hasDerivAt_pow 2 (0 : ℝ)).const_mul ((D * D).trace / 2))
    exact h.congr_deriv (by simp)

end

end DensityMatrixAufbau
```

At trace 1, write Q₁₁ = y, Q₀₀ = 1−y and Q₀₁ = Q₁₀ = z. Then

E(Q) = 7/16 + (y − 1/4)² + z²,

so P = diag(3/4, 1/4) is a minimiser. Expanding around it gives

E(P+tD) = 7/16 + t tr(FD) + t² tr(D²)/2, F = diag(3/4, 3/4).

The occupations differ, yet both levels have the value 3/4. In Lean, `nlinarith` completes the square, and the derivative is read off the expansion.

```lean
#print axioms DensityMatrixAufbau.fractional_levels_eq
#print axioms DensityMatrixAufbau.fractional_block
```

```
'DensityMatrixAufbau.fractional_levels_eq' depends on axioms: [propext, Classical.choice, Quot.sound]
'DensityMatrixAufbau.fractional_block' depends on axioms: [propext, Classical.choice, Quot.sound]
```
